# The projected coupled-cluster energy needs only T₁, T₂ and T₁² when H reaches at most two excitation levels

## Graded basis and raising operators

Take a finite orthonormal basis of states e_p. Each state carries a natural number g(p), its excitation level, and one index o marks the reference state, written e₀. In electronic structure the basis states are Slater determinants, and g(p) counts the electrons moved out of the spin orbitals occupied in the reference. Operators are complex matrices with entries A(p,q) = ⟨e_p, A e_q⟩, so that ⟨e₀, A e₀⟩ = A(o,o).

A matrix A raises by at least k if A(p,q) = 0 whenever g(p) < g(q) + k, and by exactly k if A(p,q) = 0 whenever g(p) ≠ g(q) + k. The Hamiltonian H is subject to one condition on its reference row:

H(o,q) = 0 whenever g(q) > g(o) + 2.

This stands for the fact that an operator with one- and two-electron terms connects only determinants differing in at most two spin orbitals. It is assumed here and not derived from second quantisation.

The cluster operator is T = T₁ + T₂ + T₃, where T₁, T₂, T₃ raise by at least 1, 2, 3, so that T₃ collects triples and all higher excitations. Under these conditions

⟨e₀, H exp(T) e₀⟩ = ⟨e₀, H (1 + T₁ + T₂ + T₁²/2) e₀⟩.

Raising by exactly k implies raising by at least k, so the usual singles and doubles operators are covered. The left side is called the projected energy. No division by an overlap is needed, since exp(T) − 1 raises by at least 1 and so ⟨e₀, exp(T) e₀⟩ = 1. In a finite determinant basis the identity means that triples and higher amplitudes do not enter the projected energy formula explicitly; they can act only through the equations that fix T₁ and T₂, which are not treated here.

## Counting levels in the exponential

Let A raise by at least a and B by at least b, and suppose g(p) < g(q) + a + b. In

(AB)(p,q) = Σ_r A(p,r) B(r,q)

a term needs both g(p) ≥ g(r) + a and g(r) ≥ g(q) + b to survive. Together these would give g(p) ≥ g(q) + a + b, so every term vanishes and AB raises by at least a + b. Since T raises by at least 1 and the identity by at least 0, induction shows that Tᵏ raises by at least k.

The basis is finite, so all levels lie below some N. For k ≥ N every pair has g(p) < g(q) + k, hence Tᵏ = 0 and

exp(T) = Σ_{k<N} Tᵏ/k!.

Removing the first m terms leaves powers k ≥ m, so the remainder raises by at least m. For m = 3 call it R:

exp(T) = 1 + T + T²/2 + R.

Put U = T₂ + T₃, which raises by at least 2. Expanding (T₁ + U)² with the order of the factors kept gives

T² = T₁² + T₁U + UT₁ + U² = T₁² + T₁U + UT,

and therefore

D = exp(T) − (1 + T₁ + T₂ + T₁²/2) = R + T₃ + (T₁U + UT)/2.

The four terms raise by at least 3, 3, 1 + 2 and 2 + 1, so D raises by at least 3. Finally

⟨e₀, H D e₀⟩ = Σ_r H(o,r) D(r,o).

If g(r) > g(o) + 2 the first factor vanishes; otherwise g(r) < g(o) + 3 and the second does. The sum is zero, which is the claim.

Two variants follow. If g(o) = 0, so that no state lies below the reference, take m = 1 for −T: the matrix exp(−T) − 1 raises by at least 1, and g(o) < g(r) + 1 for every r, so its row o vanishes. Then exp(−T) on the left leaves the reference element unchanged:

⟨e₀, exp(−T) H exp(T) e₀⟩ = ⟨e₀, H (1 + T₁ + T₂ + T₁²/2) e₀⟩.

If instead T₁ raises by exactly 1 and H(o,q) = 0 whenever g(q) = g(o) + 1, each term of Σ_r H(o,r) T₁(r,o) vanishes and

⟨e₀, H exp(T) e₀⟩ = ⟨e₀, H (1 + T₂ + T₁²/2) e₀⟩.

## The grading conditions in Lean

The finite type `n` indexes the basis.

```lean
import Mathlib

open Matrix Finset

namespace CoupledClusterEnergy

noncomputable section

variable {n : Type*} [Fintype n] [DecidableEq n]
```

`Raises g k T` and `ExactRank g k T` are the two raising conditions, with `T p q` the entry in row p and column q.

```lean
/-- `T` raises the excitation level `g` by at least `k`: its element `T p q` vanishes
whenever `g p < g q + k`. -/
def Raises (g : n → ℕ) (k : ℕ) (T : Matrix n n ℂ) : Prop :=
  ∀ p q, g p < g q + k → T p q = 0

/-- `T` raises the excitation level by exactly `k`: its element `T p q` vanishes unless
`g p = g q + k`. -/
def ExactRank (g : n → ℕ) (k : ℕ) (T : Matrix n n ℂ) : Prop :=
  ∀ p q, g p ≠ g q + k → T p q = 0
```

`TwoBody g o H` constrains row `o` only, with the cut-off measured from `g o`. H need not be Hermitian.

```lean
/-- The reference row of `H` vanishes on basis states more than two levels above the
reference `o`. -/
def TwoBody (g : n → ℕ) (o : n) (H : Matrix n n ℂ) : Prop :=
  ∀ q, g o + 2 < g q → H o q = 0

/-- The matrix element `⟨e₀, A e₀⟩` of `A` in the reference basis state `o`. -/
def refElem (o : n) (A : Matrix n n ℂ) : ℂ := A o o
```

The model knows nothing of orbitals, antisymmetry or creation operators: any grading and any matrices with these zero patterns qualify. The cluster parts are not assumed to commute, and several states may share the level of the reference. With a single basis state all cluster parts vanish and both sides of the main identity equal H(o,o). Infinite bases are not covered.

## Products, powers and the terminating series

`raises_mul` is the product rule. `Matrix.mul_apply` opens the sum over `r`, the case split on `g p < g r + a` selects the vanishing factor, and `omega` derives g(r) < g(q) + b in the other case.

```lean
variable {g : n → ℕ} {o : n} {H T T1 T2 T3 : Matrix n n ℂ}

omit [DecidableEq n] in
/-- A product of operators raising the level by at least `a` and at least `b` raises it by
at least `a + b`. -/
theorem raises_mul {a b : ℕ} {A B : Matrix n n ℂ} (hA : Raises g a A) (hB : Raises g b B) :
    Raises g (a + b) (A * B) := by
  intro p q h
  rw [Matrix.mul_apply]
  apply Finset.sum_eq_zero
  intro r _
  by_cases h1 : g p < g r + a
  · rw [hA p r h1, zero_mul]
  · rw [hB r q (by omega), mul_zero]
```

`raises_pow` is the induction on k. In the base case g(p) < g(q) forces p ≠ q, so the identity entry is zero.

```lean
/-- If `T` raises the level by at least one, `T ^ k` raises it by at least `k`. -/
theorem raises_pow (hT : Raises g 1 T) (k : ℕ) : Raises g k (T ^ k) := by
  induction k with
  | zero =>
    intro p q h
    rw [pow_zero]
    exact Matrix.one_apply_ne (by rintro rfl; omega)
  | succ k ih =>
    rw [pow_succ]
    exact raises_mul ih hT
```

`NormedSpace.exp` is Mathlib's exponential, and `NormedSpace.exp_eq_tsum` rewrites it as its power series. `tsum_eq_sum` reduces the series to the indices in `range N` once `T ^ k = 0` is shown for N ≤ k.

```lean
/-- If all levels are below `N` and `T` raises the level, `exp T` equals the first `N` terms
of its power series. -/
theorem exp_eq_sum (hT : Raises g 1 T) {N : ℕ} (hN : ∀ p, g p < N) :
    NormedSpace.exp T = ∑ k ∈ range N, ((k.factorial : ℂ)⁻¹) • T ^ k := by
  have h := congrFun (NormedSpace.exp_eq_tsum (𝕂 := ℂ) (𝔸 := Matrix n n ℂ)) T
  rw [h]
  refine tsum_eq_sum ?_
  intro k hk
  have hk' : N ≤ k := by simpa using hk
  have h0 : T ^ k = 0 := by
    ext p q
    exact raises_pow hT k p q (by have := hN p; omega)
  rw [h0, smul_zero]
```

For the remainder the bound N is taken as `m + (univ.sup g + 1)`, where `univ.sup g` is the highest level. `Finset.sum_range_add` splits off the first m terms, which cancel, and the powers `m + k` that remain are handled by `raises_pow`.

```lean
/-- If `T` raises the level, `exp T` minus the first `m` terms of its series raises the level
by at least `m`. -/
theorem exp_remainder (hT : Raises g 1 T) (m : ℕ) :
    Raises g m (NormedSpace.exp T - ∑ k ∈ range m, ((k.factorial : ℂ)⁻¹) • T ^ k) := by
  have hN : ∀ p, g p < m + (univ.sup g + 1) := by
    intro p
    have : g p ≤ univ.sup g := Finset.le_sup (f := g) (mem_univ p)
    omega
  rw [exp_eq_sum hT hN, Finset.sum_range_add, add_sub_cancel_left]
  intro p q h
  rw [Matrix.sum_apply]
  apply Finset.sum_eq_zero
  intro k _
  rw [Matrix.smul_apply, raises_pow hT (m + k) p q (by omega), smul_zero]
```

The next lemma is the final sum over r, for any `X` raising by at least 3, and the one after it shows that T raises by at least 1.

```lean
omit [DecidableEq n] in
/-- For `H` coupling the reference to at most two levels up and `X` raising the level by at
least three, `⟨e₀, H X e₀⟩ = 0`. -/
theorem refElem_mul_eq_zero {X : Matrix n n ℂ} (hH : TwoBody g o H) (hX : Raises g 3 X) :
    refElem o (H * X) = 0 := by
  unfold refElem
  rw [Matrix.mul_apply]
  apply Finset.sum_eq_zero
  intro r _
  by_cases h : g o + 2 < g r
  · rw [hH r h, zero_mul]
  · rw [hX r o (by omega), mul_zero]

omit [Fintype n] [DecidableEq n] in
/-- The cluster operator `T1 + T2 + T3` raises the level by at least one when its parts raise
it by at least one, two and three. -/
theorem raises_cluster (h1 : Raises g 1 T1) (h2 : Raises g 2 T2) (h3 : Raises g 3 T3) :
    Raises g 1 (T1 + T2 + T3) := by
  intro p q h
  simp only [Matrix.add_apply, h1 p q h, h2 p q (by omega), h3 p q (by omega), add_zero]
```

## The energy identity and its two variants

`cc_energy` reads: if `TwoBody g o H` holds and `T1`, `T2`, `T3` raise by at least 1, 2, 3, the (o,o) entries of H exp(T) and H (1 + T₁ + T₂ + T₁²/2) agree. In the proof `hU` says that U raises by at least 2, and `hR`, after rewriting with `hs`, says that R raises by at least 3. `hE` is the decomposition of D: the products are multiplied out and `module` checks the linear identity among the ordered products. `hD` kills the four terms entry by entry, and the last lines turn ⟨e₀, H D e₀⟩ = 0 into the stated equality.

```lean
/-- Coupled-cluster energy expression:
`⟨e₀, H exp(T1 + T2 + T3) e₀⟩ = ⟨e₀, H (1 + T1 + T2 + T1²/2) e₀⟩` when `T1, T2, T3` raise the
level by at least 1, 2, 3 and `H` couples the reference to at most two levels up. -/
theorem cc_energy (hH : TwoBody g o H)
    (h1 : Raises g 1 T1) (h2 : Raises g 2 T2) (h3 : Raises g 3 T3) :
    refElem o (H * NormedSpace.exp (T1 + T2 + T3))
      = refElem o (H * (1 + T1 + T2 + (1 / 2 : ℂ) • T1 ^ 2)) := by
  have hT := raises_cluster h1 h2 h3
  have hU : Raises g 2 (T2 + T3) := by
    intro p q h
    simp only [Matrix.add_apply, h2 p q h, h3 p q (by omega), add_zero]
  have hs : ∀ S : Matrix n n ℂ, ∑ k ∈ range 3, ((k.factorial : ℂ)⁻¹) • S ^ k
      = 1 + S + (1 / 2 : ℂ) • (S * S) := by
    intro S
    simp [Finset.sum_range_succ, pow_two]
  have hR := exp_remainder hT 3
  rw [hs] at hR
  -- with U = T2 + T3 one has T² = T1² + T1 U + U T
  have hE : NormedSpace.exp (T1 + T2 + T3) - (1 + T1 + T2 + (1 / 2 : ℂ) • T1 ^ 2)
      = (NormedSpace.exp (T1 + T2 + T3) - (1 + (T1 + T2 + T3)
          + (1 / 2 : ℂ) • ((T1 + T2 + T3) * (T1 + T2 + T3)))) + T3
        + (1 / 2 : ℂ) • (T1 * (T2 + T3) + (T2 + T3) * (T1 + T2 + T3)) := by
    simp only [pow_two, mul_add, add_mul]
    module
  -- every discarded term raises the level by at least three
  have hD : Raises g 3
      (NormedSpace.exp (T1 + T2 + T3) - (1 + T1 + T2 + (1 / 2 : ℂ) • T1 ^ 2)) := by
    rw [hE]
    intro p q h
    rw [Matrix.add_apply, Matrix.add_apply, Matrix.smul_apply, Matrix.add_apply, hR p q h,
      h3 p q h, raises_mul h1 hU p q h, raises_mul hU hT p q h]
    simp
  have key := refElem_mul_eq_zero hH hD
  unfold refElem at key ⊢
  rwa [mul_sub, Matrix.sub_apply, sub_eq_zero] at key
```

The theorem concerns a projection, for arbitrary amplitudes. It does not say that the number is an eigenvalue of H or a bound on one.

`cc_energy_similarity` adds `h0 : g o = 0`. `hrow` is the statement about row o of exp(−T), obtained from `exp_remainder hN 1`; the product H exp(T) is then treated as an arbitrary matrix `M`.

```lean
/-- For a reference of level zero, the similarity-transformed Hamiltonian
`exp(-T) H exp(T)` with `T = T1 + T2 + T3` has the reference element
`⟨e₀, H (1 + T1 + T2 + T1²/2) e₀⟩`. -/
theorem cc_energy_similarity (h0 : g o = 0) (hH : TwoBody g o H)
    (h1 : Raises g 1 T1) (h2 : Raises g 2 T2) (h3 : Raises g 3 T3) :
    refElem o (NormedSpace.exp (-(T1 + T2 + T3)) * H * NormedSpace.exp (T1 + T2 + T3))
      = refElem o (H * (1 + T1 + T2 + (1 / 2 : ℂ) • T1 ^ 2)) := by
  have hT := raises_cluster h1 h2 h3
  have hN : Raises g 1 (-(T1 + T2 + T3)) := by
    intro p q h
    rw [Matrix.neg_apply, hT p q h, neg_zero]
  -- the reference row of exp(-T) is that of the identity
  have hrow : ∀ r, NormedSpace.exp (-(T1 + T2 + T3)) o r = (1 : Matrix n n ℂ) o r := by
    intro r
    have h := exp_remainder hN 1 o r (by omega)
    rw [Finset.sum_range_one, pow_zero, Nat.factorial_zero, Nat.cast_one, inv_one, one_smul,
      Matrix.sub_apply, sub_eq_zero] at h
    exact h
  rw [← cc_energy hH h1 h2 h3, mul_assoc]
  unfold refElem
  generalize H * NormedSpace.exp (T1 + T2 + T3) = M
  rw [Matrix.mul_apply]
  simp only [hrow]
  rw [← Matrix.mul_apply, one_mul]
```

`cc_energy_no_singles` keeps the conditions of `cc_energy` on H, T₂ and T₃. Its additional hypothesis `hB` is the Brillouin condition, which a closed-shell restricted or an unrestricted Hartree–Fock reference satisfies (a restricted open-shell one in general does not); it enters as an assumption, with no orbital optimisation behind it. `ExactRank g 1 T1` is required because a T₁ raising merely by at least 1 could reach level g(o) + 2, where H may couple. The term T₁²/2 stays.

```lean
/-- If `T1` raises the level by exactly one and the reference row of `H` vanishes one level
above the reference, then `⟨e₀, H exp(T1 + T2 + T3) e₀⟩ = ⟨e₀, H (1 + T2 + T1²/2) e₀⟩`. -/
theorem cc_energy_no_singles (hH : TwoBody g o H) (hB : ∀ q, g q = g o + 1 → H o q = 0)
    (h1 : ExactRank g 1 T1) (h2 : Raises g 2 T2) (h3 : Raises g 3 T3) :
    refElem o (H * NormedSpace.exp (T1 + T2 + T3))
      = refElem o (H * (1 + T2 + (1 / 2 : ℂ) • T1 ^ 2)) := by
  rw [cc_energy hH (fun p q h => h1 p q (by omega)) h2 h3]
  have h0 : (H * T1) o o = 0 := by
    rw [Matrix.mul_apply]
    apply Finset.sum_eq_zero
    intro r _
    by_cases h : g r = g o + 1
    · rw [hB r h, zero_mul]
    · rw [h1 r o h, mul_zero]
  simp only [refElem, mul_add, Matrix.add_apply, h0, add_zero]
```

## A four-level example

Take states 0, 1, 2, 3 with g(p) = p, written `Fin.val`, and reference 0. `wH` has unit diagonal and unit coupling between levels two apart, and `wT1`, `wT2`, `wT3` shift up by one, two and three levels with unit amplitude. This chain is an abstract test of the grading conditions and not a space of determinants: with a single singly excited determinant the fermionic T₁ would square to zero, whereas here T₁² does not vanish.

```lean
/-- A four-level Hamiltonian with unit diagonal coupling levels two apart. -/
def wH : Matrix (Fin 4) (Fin 4) ℂ := !![1, 0, 1, 0; 0, 1, 0, 1; 1, 0, 1, 0; 0, 1, 0, 1]

/-- The one-step raising operator on four levels. -/
def wT1 : Matrix (Fin 4) (Fin 4) ℂ := !![0, 0, 0, 0; 1, 0, 0, 0; 0, 1, 0, 0; 0, 0, 1, 0]

/-- The two-step raising operator on four levels. -/
def wT2 : Matrix (Fin 4) (Fin 4) ℂ := !![0, 0, 0, 0; 0, 0, 0, 0; 1, 0, 0, 0; 0, 1, 0, 0]

/-- The three-step raising operator on four levels. -/
def wT3 : Matrix (Fin 4) (Fin 4) ℂ := !![0, 0, 0, 0; 0, 0, 0, 0; 0, 0, 0, 0; 1, 0, 0, 0]
```

The reference row of H is (1, 0, 1, 0), and (1 + T₂ + T₁²/2) e₀ has components (1, 0, 3/2, 0), so the projected value is 1 + 3/2 = 5/2. The theorem checks the zero patterns by running through all indices with `fin_cases` and then applies `cc_energy_no_singles`.

```lean
/-- On four states graded 0, 1, 2, 3 the matrices `wH, wT1, wT2, wT3` meet the grading
conditions, and `⟨e₀, wH exp(wT1 + wT2 + wT3) e₀⟩ = 5/2`. -/
theorem cc_energy_witness :
    TwoBody Fin.val 0 wH ∧ (∀ q : Fin 4, q.val = (0 : Fin 4).val + 1 → wH 0 q = 0) ∧
    ExactRank Fin.val 1 wT1 ∧ Raises Fin.val 1 wT1 ∧ Raises Fin.val 2 wT2 ∧
    Raises Fin.val 3 wT3 ∧
    refElem 0 (wH * NormedSpace.exp (wT1 + wT2 + wT3)) = 5 / 2 := by
  have hH : TwoBody Fin.val 0 wH := by
    intro q h
    fin_cases q <;> first | exact absurd h (by decide) | rfl
  have hB : ∀ q : Fin 4, q.val = (0 : Fin 4).val + 1 → wH 0 q = 0 := by
    intro q h
    fin_cases q <;> first | exact absurd h (by decide) | rfl
  have h1 : ExactRank Fin.val 1 wT1 := by
    intro p q h
    fin_cases p <;> fin_cases q <;> first | exact absurd h (by decide) | rfl
  have h2 : Raises Fin.val 2 wT2 := by
    intro p q h
    fin_cases p <;> fin_cases q <;> first | exact absurd h (by decide) | rfl
  have h3 : Raises Fin.val 3 wT3 := by
    intro p q h
    fin_cases p <;> fin_cases q <;> first | exact absurd h (by decide) | rfl
  refine ⟨hH, hB, h1, fun p q h => h1 p q (by omega), h2, h3, ?_⟩
  rw [cc_energy_no_singles hH hB h1 h2 h3]
  simp only [refElem, mul_add, mul_smul_comm, Matrix.add_apply, Matrix.smul_apply,
    pow_two, Matrix.mul_apply, Fin.sum_univ_four]
  simp [wH, wT1, wT2]
  all_goals norm_num

end

end CoupledClusterEnergy
```

```lean
#print axioms CoupledClusterEnergy.cc_energy
#print axioms CoupledClusterEnergy.cc_energy_similarity
```

```
'CoupledClusterEnergy.cc_energy' depends on axioms: [propext, Classical.choice, Quot.sound]
'CoupledClusterEnergy.cc_energy_similarity' depends on axioms: [propext, Classical.choice, Quot.sound]
```

The numbers from here on are worked out directly and do not come from theorems in the file. The full vector ψ = exp(T) e₀ has components (1, 1, 3/2, 13/6). Its overlap with e₀ is 1 and its squared norm is 161/18, so the normalised expectation value ⟨ψ, Hψ⟩/⟨ψ, ψ⟩ is 293/161 ≈ 1.82. The eigenvalues of this H are 0 and 2, and 5/2 lies above both. This is possible because the projected value is not an expectation value and these amplitudes do not make ψ an eigenvector; if ψ were an eigenvector, the projected value would equal its eigenvalue.

## Three-level coupling and a reference above the bottom

Without `TwoBody` the main identity can fail. On the same four levels let H(0,3) = H(3,0) = 1 with all other entries zero, let T₁ be the one-step shift and T₂ = T₃ = 0. Then exp(T) e₀ has components (1, 1, 1/2, 1/6), so the left side is 1/6, while (1 + T₁ + T₁²/2) e₀ has no level-3 component and the right side is 0.

Without `g o = 0` the similarity-transformed identity can fail. Take two states 0 and 1 with g(p) = p and reference o = 1, let T₁(1,0) = 1 be the only amplitude, and let H(0,1) = H(1,0) = 1 with zero diagonal. T annihilates the reference vector, so the right side is H(1,1) = 0. Row 1 of exp(−T) = 1 − T is (−1, 1), so the left side is −H(0,1) + H(1,1) = −1.
